# Sign change of the σ overlap between two Gaussian p orbitals on a common axis

Each p orbital is represented here by its profile along the bond axis, a linear factor times a single Gaussian. The coordinate on the axis is $x$, the orbital is centred at $c$, and the exponent $a$ sets how tightly it is confined:

$$\phi_{a,c}(x) = (x-c)\,e^{-a(x-c)^2}.$$

The linear factor supplies the node at the nucleus and the two lobes of opposite sign. Both orbitals have their positive lobe towards $+x$, whichever side the neighbour is on. This orientation convention fixes the sign of everything below: turning one orbital round reverses the sign of the overlap.

The two exponents may differ, so the bond may join unlike atoms. With centres at $0$ and $R$, the σ overlap is

$$S(R) = \int_{-\infty}^{\infty} \phi_{a,0}(x)\,\phi_{b,R}(x)\,dx .$$

For $a,b>0$ it is positive exactly when $|R|<\sqrt{(a+b)/(2ab)}$ and negative exactly when $|R|$ is larger than this. At short distance, lobes of equal sign lie on top of each other. At long distance, the positive lobe of the left orbital meets the negative lobe of the right one.

```lean
import Mathlib

open MeasureTheory Real

namespace SigmaOverlapSign

noncomputable section
```

In Lean the orbital is a real function of three real arguments: exponent, centre and position.

```lean
/-- A p orbital along the bond axis, with Gaussian exponent `a` and centre `c` (not normalised). -/
def pOrbital (a c x : ℝ) : ℝ := (x - c) * Real.exp (-a * (x - c) ^ 2)
```

The overlap is an integral over the whole real line. `R` is a signed displacement, which is why the thresholds involve $|R|$. Positivity of the exponents is not part of the definition; it enters the theorems as the hypotheses `ha : 0 < a` and `hb : 0 < b`, which say that the orbitals are localised.

```lean
/-- The sigma overlap of two equally oriented p orbitals with exponents `a` and `b`,
centred at `0` and `R`. -/
def sigmaOverlap (a b R : ℝ) : ℝ := ∫ x : ℝ, pOrbital a 0 x * pOrbital b R x
```

## Gaussian moments from total derivatives

Let $p$ be the exponent of a Gaussian centred at the origin, with coordinate $u$. The chain rule gives

$$\frac{d}{du}e^{-pu^2} = -2p\,u\,e^{-pu^2}.$$

```lean
/-- The slope of a Gaussian is proportional to a p orbital. -/
theorem hasDerivAt_gaussian (p u : ℝ) :
    HasDerivAt (fun u : ℝ => Real.exp (-p * u ^ 2))
      ((-2 * p) * (u * Real.exp (-p * u ^ 2))) u := by
  have h2 : HasDerivAt (fun u : ℝ => u ^ 2) (2 * u) u := by
    simpa using hasDerivAt_pow 2 u
  exact (h2.const_mul (-p)).exp.congr_deriv (by ring)
```

The overlap will need the integrals of $e^{-pu^2}$, $u\,e^{-pu^2}$ and $u^2e^{-pu^2}$. For $p>0$ all three integrands are integrable. Mathlib has the first two cases directly, and the third comes from its result for real powers, specialised to the power 2.

```lean
theorem integrable_second {p : ℝ} (hp : 0 < p) :
    Integrable (fun u : ℝ => u ^ 2 * Real.exp (-p * u ^ 2)) := by
  have h := integrable_rpow_mul_exp_neg_mul_sq hp (s := 2) (by norm_num)
  simpa only [Real.rpow_two] using h
```

The Gaussian vanishes at both ends of the line, so its derivative integrates to zero:

$$-2p\int_{-\infty}^{\infty} u\,e^{-pu^2}\,du = 0 .$$

Since $-2p\neq 0$, the first moment is zero. In Lean the vanishing of the boundary terms is obtained from the integrability of the function and of its derivative.

```lean
/-- The first moment of a centred Gaussian vanishes. -/
theorem first_moment {p : ℝ} (hp : 0 < p) :
    ∫ u : ℝ, u * Real.exp (-p * u ^ 2) = 0 := by
  have h : ∫ u : ℝ, (-2 * p) * (u * Real.exp (-p * u ^ 2)) = 0 :=
    integral_eq_zero_of_hasDerivAt_of_integrable (hasDerivAt_gaussian p)
      ((integrable_mul_exp_neg_mul_sq hp).const_mul _) (integrable_exp_neg_mul_sq hp)
  rw [integral_const_mul] at h
  exact (mul_eq_zero.mp h).resolve_left (by linarith [hp] |> fun h : -2 * p < 0 => h.ne)
```

For the second moment, differentiate $u\,e^{-pu^2}$:

$$\frac{d}{du}\left(u\,e^{-pu^2}\right) = e^{-pu^2} - 2p\,u^2e^{-pu^2}.$$

The left side again integrates to zero. With $\int e^{-pu^2}du=\sqrt{\pi/p}$ this leaves

$$\int_{-\infty}^{\infty} u^2e^{-pu^2}\,du = \frac{1}{2p}\sqrt{\frac{\pi}{p}} .$$

The proof follows the same route: `hd` is the derivative, `h` is the vanishing integral, and the final `linarith` solves for the moment.

```lean
/-- The second moment of a centred Gaussian with exponent `p`. -/
theorem second_moment {p : ℝ} (hp : 0 < p) :
    ∫ u : ℝ, u ^ 2 * Real.exp (-p * u ^ 2) = √(π / p) / (2 * p) := by
  have hd : ∀ u : ℝ, HasDerivAt (fun u : ℝ => u * Real.exp (-p * u ^ 2))
      (Real.exp (-p * u ^ 2) - 2 * p * (u ^ 2 * Real.exp (-p * u ^ 2))) u := fun u =>
    ((hasDerivAt_id' u).fun_mul (hasDerivAt_gaussian p u)).congr_deriv (by ring)
  have i0 := integrable_exp_neg_mul_sq hp
  have i2 := (integrable_second hp).const_mul (2 * p)
  -- the integral of a total derivative vanishes
  have h : ∫ u : ℝ, (Real.exp (-p * u ^ 2) - 2 * p * (u ^ 2 * Real.exp (-p * u ^ 2))) = 0 :=
    integral_eq_zero_of_hasDerivAt_of_integrable hd (i0.sub i2)
      (integrable_mul_exp_neg_mul_sq hp)
  rw [integral_sub i0 i2, integral_const_mul, integral_gaussian] at h
  rw [eq_div_iff (by positivity)]
  linarith
```

## The overlap in closed form

Now set $p=a+b$ and measure position from the weighted centre of the bond, $u = x - bR/p$. Then $x = u + bR/p$ and $x-R = u - aR/p$. In the exponent the terms linear in $u$ cancel:

$$ax^2 + b(x-R)^2 = p\,u^2 + y, \qquad y = \frac{abR^2}{a+b}.$$

The polynomial factor becomes

$$x(x-R) = u^2 + \frac{(b-a)R}{p}\,u - \frac{abR^2}{p^2}.$$

The shift of origin leaves the integral unchanged, and the linear term integrates to zero. The other two terms give

$$S(R) = e^{-y}\left[\frac{1}{2p}\sqrt{\frac{\pi}{p}} - \frac{abR^2}{p^2}\sqrt{\frac{\pi}{p}}\right] = \frac{1}{a+b}\sqrt{\frac{\pi}{a+b}}\left(\frac12 - y\right)e^{-y}.$$

In the proof, `g` is the integrand written in terms of $u$. The step `he` completes the square, `hq` rewrites the polynomial, and `key` combines them. The lemma `integral_sub_right_eq_self` is the shift of origin, after which the three moments are inserted.

```lean
/-- Closed form of the sigma overlap for arbitrary positive exponents and any separation. -/
theorem sigmaOverlap_eq {a b : ℝ} (ha : 0 < a) (hb : 0 < b) (R : ℝ) :
    sigmaOverlap a b R = √(π / (a + b)) / (a + b) * (1 / 2 - a * b * R ^ 2 / (a + b)) *
      Real.exp (-(a * b * R ^ 2 / (a + b))) := by
  have hp : 0 < a + b := add_pos ha hb
  obtain ⟨g, hg⟩ : ∃ g : ℝ → ℝ, ∀ u, g u = Real.exp (-(a * b * R ^ 2 / (a + b))) *
      (u ^ 2 * Real.exp (-(a + b) * u ^ 2)
        + (b - a) * R / (a + b) * (u * Real.exp (-(a + b) * u ^ 2))
        - a * b * R ^ 2 / (a + b) ^ 2 * Real.exp (-(a + b) * u ^ 2)) := ⟨_, fun _ => rfl⟩
  -- complete the square about the weighted centre of the bond
  have key : ∀ x, pOrbital a 0 x * pOrbital b R x = g (x - b * R / (a + b)) := by
    intro x
    have he : Real.exp (-a * (x - 0) ^ 2) * Real.exp (-b * (x - R) ^ 2) =
        Real.exp (-(a * b * R ^ 2 / (a + b))) *
          Real.exp (-(a + b) * (x - b * R / (a + b)) ^ 2) := by
      rw [← Real.exp_add, ← Real.exp_add]
      congr 1
      field_simp
      ring
    have hq : (x - 0) * (x - R) = (x - b * R / (a + b)) ^ 2
        + (b - a) * R / (a + b) * (x - b * R / (a + b)) - a * b * R ^ 2 / (a + b) ^ 2 := by
      field_simp
      ring
    calc pOrbital a 0 x * pOrbital b R x = ((x - 0) * (x - R)) *
          (Real.exp (-a * (x - 0) ^ 2) * Real.exp (-b * (x - R) ^ 2)) := by
            unfold pOrbital
            ring
      _ = g (x - b * R / (a + b)) := by
            rw [he, hq, hg]
            ring
  have i0 := (integrable_exp_neg_mul_sq hp).const_mul (a * b * R ^ 2 / (a + b) ^ 2)
  have i1 := (integrable_mul_exp_neg_mul_sq hp).const_mul ((b - a) * R / (a + b))
  have i2 := integrable_second hp
  have i12 : Integrable (fun u : ℝ => u ^ 2 * Real.exp (-(a + b) * u ^ 2)
      + (b - a) * R / (a + b) * (u * Real.exp (-(a + b) * u ^ 2))) := i2.add i1
  unfold sigmaOverlap
  simp_rw [key]
  rw [integral_sub_right_eq_self g]
  simp_rw [hg]
  -- integrate term by term
  rw [integral_const_mul, integral_sub i12 i0, integral_add i2 i1, integral_const_mul,
    integral_const_mul, first_moment hp, second_moment hp, integral_gaussian]
  generalize a + b = p
  ring
```

These orbitals are not normalised. Dividing by the square roots of the two self-overlaps, $\int\phi_{a,0}^2\,dx = \sqrt{\pi}/\bigl(2(2a)^{3/2}\bigr)$ and likewise for $b$, gives the normalised overlap of the two one-dimensional profiles

$$\left(\frac{2\sqrt{ab}}{a+b}\right)^{3/2}(1-2y)\,e^{-y}.$$

The divisor is positive and does not depend on $R$, so the sign change stays where it is.

## Where the sign changes

The prefactor and the exponential are positive, so the sign of $S(R)$ is the sign of $\tfrac12-y$. Hence

$$S(R)>0 \iff \frac{abR^2}{a+b}<\frac12 \iff |R|<\sqrt{\frac{a+b}{2ab}} .$$

The Lean proof removes the two positive factors by rewriting and turns the comparison with the square root into a comparison of squares.

```lean
/-- The sigma overlap is positive exactly below the separation `√((a + b) / (2ab))`. -/
theorem sigmaOverlap_pos_iff {a b : ℝ} (ha : 0 < a) (hb : 0 < b) (R : ℝ) :
    0 < sigmaOverlap a b R ↔ |R| < √((a + b) / (2 * (a * b))) := by
  have hp : 0 < a + b := add_pos ha hb
  have hA : 0 < √(π / (a + b)) / (a + b) := by positivity
  rw [sigmaOverlap_eq ha hb, Real.lt_sqrt (abs_nonneg R), sq_abs, lt_div_iff₀ (by positivity),
    mul_pos_iff_of_pos_right (Real.exp_pos _), mul_pos_iff_of_pos_left hA, sub_pos,
    div_lt_iff₀ hp]
  constructor <;> intro h <;> linarith
```

The negative case is the same argument applied to $-S(R)$, whose sign is that of $y-\tfrac12$. Together the two equivalences leave a zero of the overlap only at $|R|=\sqrt{(a+b)/(2ab)}$.

```lean
/-- The sigma overlap is negative exactly beyond the separation `√((a + b) / (2ab))`. -/
theorem sigmaOverlap_neg_iff {a b : ℝ} (ha : 0 < a) (hb : 0 < b) (R : ℝ) :
    sigmaOverlap a b R < 0 ↔ √((a + b) / (2 * (a * b))) < |R| := by
  have hp : 0 < a + b := add_pos ha hb
  have hA : 0 < √(π / (a + b)) / (a + b) := by positivity
  have hn : -sigmaOverlap a b R = √(π / (a + b)) / (a + b) *
      (a * b * R ^ 2 / (a + b) - 1 / 2) * Real.exp (-(a * b * R ^ 2 / (a + b))) := by
    rw [sigmaOverlap_eq ha hb]
    ring
  rw [← neg_pos, hn, ← Real.sqrt_sq_eq_abs, Real.sqrt_lt_sqrt_iff (by positivity),
    div_lt_iff₀ (by positivity), mul_pos_iff_of_pos_right (Real.exp_pos _),
    mul_pos_iff_of_pos_left hA, sub_pos, lt_div_iff₀ hp]
  constructor <;> intro h <;> linarith
```

For $a=b=\tfrac12$ we have $a+b=1$ and $y=R^2/4$, so

$$\int_{-\infty}^{\infty} x(x-R)\,e^{-(x^2+(x-R)^2)/2}\,dx = \sqrt{\pi}\left(\frac12-\frac{R^2}{4}\right)e^{-R^2/4},$$

which is positive exactly when $|R|<\sqrt2$. The theorem states this for the integral written out explicitly. Its first step, `hS`, identifies that integral with `sigmaOverlap (1 / 2) (1 / 2) R`.

```lean
/-- For two p orbitals with exponent `1/2`, the sigma overlap integral has the stated closed
form and is positive exactly when `|R| < √2`. -/
theorem equal_orbitals (R : ℝ) :
    (∫ x : ℝ, x * (x - R) * Real.exp (-(x ^ 2 + (x - R) ^ 2) / 2)) =
        √π * (1 / 2 - R ^ 2 / 4) * Real.exp (-(R ^ 2 / 4)) ∧
      (0 < (∫ x : ℝ, x * (x - R) * Real.exp (-(x ^ 2 + (x - R) ^ 2) / 2)) ↔ |R| < √2) := by
  have hS : (∫ x : ℝ, x * (x - R) * Real.exp (-(x ^ 2 + (x - R) ^ 2) / 2)) =
      sigmaOverlap (1 / 2) (1 / 2) R := by
    unfold sigmaOverlap
    refine integral_congr_ae (Filter.Eventually.of_forall fun x => ?_)
    have he : Real.exp (-(x ^ 2 + (x - R) ^ 2) / 2) =
        Real.exp (-(1 / 2) * (x - 0) ^ 2) * Real.exp (-(1 / 2) * (x - R) ^ 2) := by
      rw [← Real.exp_add]
      congr 1
      ring
    simp only [pOrbital]
    rw [he]
    ring
  have h1 : (1 / 2 : ℝ) + 1 / 2 = 1 := by norm_num
  have h2 : (1 / 2 : ℝ) * (1 / 2) * R ^ 2 = R ^ 2 / 4 := by ring
  have h3 : ((1 / 2 : ℝ) + 1 / 2) / (2 * (1 / 2 * (1 / 2))) = 2 := by norm_num
  rw [hS]
  constructor
  · rw [sigmaOverlap_eq (by norm_num) (by norm_num), h1, h2]
    simp only [div_one]
  · rw [sigmaOverlap_pos_iff (by norm_num) (by norm_num), h3]
```

Take $R=2$, which lies beyond the threshold. With $u=x-1$ the integrand is $(u^2-1)\,e^{-u^2-1}$, and the integral is

$$e^{-1}\left(\frac{\sqrt\pi}{2}-\sqrt\pi\right) = -\frac{\sqrt\pi}{2e}\approx -0.326 .$$

Each orbital has self-overlap $\sqrt\pi/2$, so the normalised overlap is $-1/e\approx-0.368$.

## The most negative overlap

Beyond the threshold the overlap is negative, but it tends to zero at large separation, so there is a lowest value in between. Write $A = \sqrt{\pi/(a+b)}/(a+b)$, so that $S(0)=A/2$. Adding $2e^{-3/2}S(0)$ to the overlap and taking out a factor $e^{-y}$ gives

$$S(R) + 2e^{-3/2}S(0) = A\,e^{-y}\left[e^{\,y-3/2} - \left(y-\tfrac12\right)\right].$$

The Lean proof splits $e^{-3/2}$ as $e^{-y}e^{\,y-3/2}$ and leaves the remaining algebra to `ring`.

```lean
/-- The exact distance of the sigma overlap from `-2 exp(-3/2)` times its value at `R = 0`. -/
theorem overlap_gap {a b : ℝ} (ha : 0 < a) (hb : 0 < b) (R : ℝ) :
    sigmaOverlap a b R + 2 * Real.exp (-(3 / 2)) * sigmaOverlap a b 0 =
      √(π / (a + b)) / (a + b) * Real.exp (-(a * b * R ^ 2 / (a + b))) *
        (Real.exp (a * b * R ^ 2 / (a + b) - 3 / 2) - (a * b * R ^ 2 / (a + b) - 1 / 2)) := by
  have h0 : sigmaOverlap a b 0 = √(π / (a + b)) / (a + b) / 2 := by
    rw [sigmaOverlap_eq ha hb, show a * b * (0 : ℝ) ^ 2 / (a + b) = 0 by simp, neg_zero,
      Real.exp_zero]
    ring
  have he : Real.exp (-(3 / 2)) = Real.exp (-(a * b * R ^ 2 / (a + b))) *
      Real.exp (a * b * R ^ 2 / (a + b) - 3 / 2) := by
    rw [← Real.exp_add]
    congr 1
    ring
  rw [h0, he, sigmaOverlap_eq ha hb]
  ring
```

With $t=y-\tfrac32$ the bracket is $e^t-(1+t)$. This is never negative, and it vanishes only at $t=0$. Therefore

$$S(R)\ \ge\ -2e^{-3/2}\,S(0),$$

with equality exactly when $y=\tfrac32$, that is, when $R^2 = 3(a+b)/(2ab)$. This distance is $\sqrt3$ times the one at which the overlap changes sign. No derivative with respect to $R$ is needed.

In Lean, `Real.add_one_le_exp` gives the bound. Its strict form, `Real.add_one_lt_exp`, excludes equality at any other distance. Conversely, setting $y=\tfrac32$ in the gap identity makes the bracket zero.

```lean
/-- The sigma overlap never falls below `-2 exp(-3/2)` times its value at `R = 0`, and it
equals this bound exactly when `R² = 3(a + b) / (2ab)`. -/
theorem most_negative_overlap {a b : ℝ} (ha : 0 < a) (hb : 0 < b) (R : ℝ) :
    -(2 * Real.exp (-(3 / 2)) * sigmaOverlap a b 0) ≤ sigmaOverlap a b R ∧
      (sigmaOverlap a b R = -(2 * Real.exp (-(3 / 2)) * sigmaOverlap a b 0) ↔
        R ^ 2 = 3 * (a + b) / (2 * (a * b))) := by
  have hp : 0 < a + b := add_pos ha hb
  have hgap := overlap_gap ha hb R
  have hA : 0 < √(π / (a + b)) / (a + b) * Real.exp (-(a * b * R ^ 2 / (a + b))) := by
    positivity
  refine ⟨?_, ?_⟩
  · have h := Real.add_one_le_exp (a * b * R ^ 2 / (a + b) - 3 / 2)
    have hm := mul_nonneg hA.le (show 0 ≤ Real.exp (a * b * R ^ 2 / (a + b) - 3 / 2) -
      (a * b * R ^ 2 / (a + b) - 1 / 2) by linarith)
    linarith
  · rw [eq_div_iff (by positivity)]
    constructor
    · intro h
      by_contra hne
      have hy : a * b * R ^ 2 / (a + b) - 3 / 2 ≠ 0 := by
        intro h0
        apply hne
        have h1 : a * b * R ^ 2 / (a + b) = 3 / 2 := by linarith
        rw [div_eq_iff hp.ne'] at h1
        linarith
      -- away from the minimum the exponential inequality is strict
      have hs := Real.add_one_lt_exp hy
      have hm := mul_pos hA (show 0 < Real.exp (a * b * R ^ 2 / (a + b) - 3 / 2) -
        (a * b * R ^ 2 / (a + b) - 1 / 2) by linarith)
      linarith
    · intro h
      have hy : a * b * R ^ 2 / (a + b) = 3 / 2 := by
        rw [div_eq_iff hp.ne']
        linarith
      rw [hy, sub_self, Real.exp_zero] at hgap
      linarith

end

end SigmaOverlapSign
```

In the example with $a=b=\tfrac12$, the lowest value is reached at $|R|=\sqrt6\approx2.449$, where the normalised overlap is $-2e^{-3/2}\approx-0.446$.

## From the axis to tight-binding parameters

In non-orthogonal tight-binding models the σ overlap of two p orbitals is one of the Slater-Koster parameters, and this single-Gaussian model shows that its sign can depend on distance even when the orientation convention is fixed. A fit that assumes one sign at all separations would miss the change.

The theorems concern functions of one coordinate. For three-dimensional orbitals of the form $x\,e^{-ar^2}$, with $r$ the distance from the nucleus, integrating over the two transverse directions multiplies $S(R)$ by the positive constant $\pi/(a+b)$, a short calculation that is not part of the Lean file. The threshold is then the same. If the three-dimensional orbitals are normalised, the power $3/2$ in the prefactor of the normalised overlap becomes $5/2$, which makes no difference when $a=b$. Slater-type orbitals and contracted sums of Gaussians have different radial shapes, and the distances found here do not carry over to them. The Hamiltonian matrix element between the two orbitals is a separate quantity, about which these results say nothing.

```lean
#print axioms SigmaOverlapSign.sigmaOverlap_neg_iff
-- 'SigmaOverlapSign.sigmaOverlap_neg_iff' depends on axioms: [propext, Classical.choice, Quot.sound]
#print axioms SigmaOverlapSign.equal_orbitals
-- 'SigmaOverlapSign.equal_orbitals' depends on axioms: [propext, Classical.choice, Quot.sound]
#print axioms SigmaOverlapSign.most_negative_overlap
-- 'SigmaOverlapSign.most_negative_overlap' depends on axioms: [propext, Classical.choice, Quot.sound]
```
